# In a large cubic box, the London energy of periodic images times \(L^6\) tends to a constant

Let a molecule have finitely many sites \(x_i\in\mathbb R^3\), and let \(C_{ij}\) be real London coefficients. Both are held fixed as the edge \(L\) of the cubic periodic box changes. An image cell is labelled by a nonzero integer vector \(n\in\mathbb Z^3\), and \(\|\cdot\|\) is the Euclidean norm. The image energy per box and the lattice sum are

\[
E(L)=-\frac12\sum_{n\ne0}\sum_{i,j}\frac{C_{ij}}{\|x_i-x_j+Ln\|^6},
\qquad
S=\sum_{n\neq 0}\frac1{\|n\|^6}.
\]

The sum over \(i,j\) runs over ordered pairs and includes \(i=j\), a site interacting with its own images. Interactions inside the central box belong to the isolated molecule and are left out, so \(E(L)\) is the London part of the box-size error. The claim is

\[
L^6E(L)\longrightarrow-\frac12\Big(\sum_{i,j}C_{ij}\Big)S
\qquad(L\to\infty).
\]

For pairwise, undamped dispersion with fixed coefficients whose total is nonzero, this gives the leading box-size error in the dispersion energy of a molecule computed in a periodic cell. Electrostatic and induction errors are separate and are not treated here.

## From the lattice sum to the large-box limit

A nonzero integer vector has \(\|n\|^2\ge1\), so each component \(n_k\) satisfies \(1+n_k^2\le2\|n\|^2\). Multiplying the three inequalities gives

\[
\frac1{\|n\|^6}\le 8\prod_{k=1}^3\frac1{1+n_k^2}.
\]

Each one-dimensional sum \(\sum_{a\in\mathbb Z}1/(1+a^2)\) converges by comparison with \(\sum_{a\neq0}1/a^2\). Hence \(S\) converges.

Now write \(d=x_i-x_j\) and take \(L>0\) with \(L\ge2\|d\|\) for every pair. The triangle inequality gives \(L\|n\|\le\|d+Ln\|+\|d\|\), and \(\|d\|\le L/2\le L\|n\|/2\). Therefore

\[
\|d+Ln\|\ge\frac{L\|n\|}2>0,
\qquad
\frac{L^6}{\|d+Ln\|^6}\le\frac{64}{\|n\|^6}.
\]

No denominator vanishes, and the series for \(E(L)\) converges. For fixed \(n\), taking \(L\) out of the norm gives

\[
\frac{L^6}{\|d+Ln\|^6}=\frac1{\|n+d/L\|^6}\longrightarrow\frac1{\|n\|^6}.
\]

The terms of the rescaled series are bounded by \(64\sum_{i,j}|C_{ij}|/\|n\|^6\), which is summable and independent of \(L\). Dominated convergence allows the limit to be taken term by term, which proves the claim.

Call the limit \(A\). Then \(64L^6E(2L)=(2L)^6E(2L)\) also tends to \(A\). If the energy in the box is \(E_0+E(L)\), with \(E_0\) the isolated-molecule energy, then

\[
L^6\left[\frac{64(E_0+E(2L))-(E_0+E(L))}{63}-E_0\right]
=\frac{64L^6E(2L)-L^6E(L)}{63}\longrightarrow0.
\]

## Two sites one unit apart

Take two sites at distance 1 along the \(x\) axis, with all four \(C_{ij}=1\). The total coefficient is 4, so the limit is \(-2S\). The three nearest shells of image cells contribute

\[
6+\frac{12}{8}+\frac8{27}\approx7.796
\]

to \(S\), and the remaining terms are positive.

For \(L=10\) and \(n=(1,0,0)\), the four separations are 10, 10, 11 and 9. Their rescaled terms add to

\[
1+1+(10/11)^6+(10/9)^6\approx4.446,
\]

compared with the limiting value 4. For \(L=20\) the same sum is about 4.107.

## Space, image cells and energy in Lean

```lean
import Mathlib

open Filter Topology

namespace LondonPeriodicImages

noncomputable section
```

Positions are vectors in three-dimensional Euclidean space, so the norm is the ordinary distance.

```lean
/-- Three-dimensional Euclidean space. -/
abbrev Space := EuclideanSpace ℝ (Fin 3)
```

The subtype `ImageCell` removes the central box from the integer triples.

```lean
/-- The periodic images of the central box, labelled by nonzero integer triples. -/
abbrev ImageCell := {n : ℤ × ℤ × ℤ // n ≠ 0}
```

The function `latticeVec` turns a triple into a vector, in units of the box edge.

```lean
/-- The integer triple `n` as a vector in space. -/
def latticeVec (n : ℤ × ℤ × ℤ) : Space := !₂[(n.1 : ℝ), (n.2.1 : ℝ), (n.2.2 : ℝ)]
```

The symbol `∑'` denotes an infinite sum, here \(S\).

```lean
/-- The sum of `‖n‖⁻⁶` over all nonzero integer vectors. -/
def latticeSum : ℝ := ∑' n : ImageCell, 1 / ‖latticeVec n.1‖ ^ 6
```

The finite type `ι` labels the sites. The coefficients `C` need be neither symmetric nor positive. Damping, many-body dispersion and any response of geometry or coefficients to the box are absent from this energy. Lean assigns `imageEnergy` a value even where sites and images coincide, but the limit concerns only large boxes, where they do not.

```lean
/-- The London energy per box between the sites `x i` and all periodic images in a cubic box of edge
`L`, with coefficients `C i j`. The function is defined for every real `L`, but it has this physical
meaning only when `L` is positive and no site coincides with an image of a site. -/
def imageEnergy {ι : Type*} [Fintype ι] (C : ι → ι → ℝ) (x : ι → Space) (L : ℝ) : ℝ :=
  -(1 / 2) * ∑' n : ImageCell, ∑ i, ∑ j, C i j / ‖x i - x j + L • latticeVec n.1‖ ^ 6
```

## Convergence of the lattice sum

The squared norm is first written in components.

```lean
/-- The squared length of an integer vector is the sum of its squared components. -/
lemma norm_sq_latticeVec (n : ℤ × ℤ × ℤ) :
    ‖latticeVec n‖ ^ 2 = (n.1 : ℝ) ^ 2 + (n.2.1 : ℝ) ^ 2 + (n.2.2 : ℝ) ^ 2 := by
  rw [EuclideanSpace.norm_sq_eq, Fin.sum_univ_three]
  simp only [Real.norm_eq_abs, sq_abs]
  simp [latticeVec]
```

If the integer \(a^2+b^2+c^2\) were less than one, every component would vanish, contrary to \(n\ne0\).

```lean
/-- Every nonzero integer vector has length at least one. -/
lemma one_le_norm (n : ImageCell) : 1 ≤ ‖latticeVec n.1‖ := by
  obtain ⟨⟨a, b, c⟩, hn⟩ := n
  have h : 1 ≤ a ^ 2 + b ^ 2 + c ^ 2 := by
    by_contra hlt
    have hlt' := not_le.mp hlt
    have ha := sq_nonneg a
    have hb := sq_nonneg b
    have hc := sq_nonneg c
    have za : a = 0 := (pow_eq_zero_iff two_ne_zero).mp (by linarith : a ^ 2 = 0)
    have zb : b = 0 := (pow_eq_zero_iff two_ne_zero).mp (by linarith : b ^ 2 = 0)
    have zc : c = 0 := (pow_eq_zero_iff two_ne_zero).mp (by linarith : c ^ 2 = 0)
    exact hn (Prod.ext za (Prod.ext zb zc))
  have h' : (1 : ℝ) ≤ (a : ℝ) ^ 2 + (b : ℝ) ^ 2 + (c : ℝ) ^ 2 := by exact_mod_cast h
  have hs := norm_sq_latticeVec (a, b, c)
  dsimp only at hs ⊢
  nlinarith [norm_nonneg (latticeVec (a, b, c))]
```

In the next proof, `h1` is the one-dimensional convergence, `h3` combines three such factors, and `hp` is the product inequality derived above.

```lean
/-- The lattice sum of `‖n‖⁻⁶` in three dimensions converges. -/
theorem summable_lattice : Summable fun n : ImageCell => 1 / ‖latticeVec n.1‖ ^ 6 := by
  -- a summable factor for each Cartesian direction
  have h1 : Summable fun a : ℤ => 1 / (1 + (a : ℝ) ^ 2) := by
    refine Summable.of_nonneg_of_le (fun a => by positivity) (fun a => ?_)
      ((Real.summable_one_div_int_pow.mpr one_lt_two).add (hasSum_ite_eq (0 : ℤ) (1 : ℝ)).summable)
    by_cases ha : a = 0
    · subst ha
      simp
    · have ha' : (a : ℝ) ≠ 0 := Int.cast_ne_zero.mpr ha
      rw [if_neg ha, add_zero]
      exact one_div_le_one_div_of_le (by positivity) (by linarith)
  have h0 : (0 : ℤ → ℝ) ≤ fun a : ℤ => 1 / (1 + (a : ℝ) ^ 2) := by
    intro a
    show (0 : ℝ) ≤ 1 / (1 + (a : ℝ) ^ 2)
    positivity
  have h3 := h1.mul_of_nonneg (h1.mul_of_nonneg h1 h0 h0) h0
    (fun p => mul_nonneg (h0 p.1) (h0 p.2))
  refine Summable.of_nonneg_of_le (fun n => by positivity) (fun n => ?_)
    ((h3.comp_injective Subtype.val_injective).mul_left 8)
  show 1 / ‖latticeVec n.1‖ ^ 6 ≤ 8 * (1 / (1 + (n.1.1 : ℝ) ^ 2) *
    (1 / (1 + (n.1.2.1 : ℝ) ^ 2) * (1 / (1 + (n.1.2.2 : ℝ) ^ 2))))
  have hn := one_le_norm n
  have hs := norm_sq_latticeVec n.1
  have hs1 : 1 ≤ ‖latticeVec n.1‖ ^ 2 := by nlinarith
  have ha := sq_nonneg (n.1.1 : ℝ)
  have hb := sq_nonneg (n.1.2.1 : ℝ)
  have hc := sq_nonneg (n.1.2.2 : ℝ)
  have hp : (1 + (n.1.1 : ℝ) ^ 2) * (1 + (n.1.2.1 : ℝ) ^ 2) * (1 + (n.1.2.2 : ℝ) ^ 2)
      ≤ 8 * ‖latticeVec n.1‖ ^ 6 := by
    calc _ ≤ (2 * ‖latticeVec n.1‖ ^ 2) * (2 * ‖latticeVec n.1‖ ^ 2)
          * (2 * ‖latticeVec n.1‖ ^ 2) :=
          mul_le_mul (mul_le_mul (by linarith) (by linarith) (by positivity) (by positivity))
            (by linarith) (by positivity) (by positivity)
      _ = _ := by ring
  have e : 8 * (1 / (1 + (n.1.1 : ℝ) ^ 2) *
      (1 / (1 + (n.1.2.1 : ℝ) ^ 2) * (1 / (1 + (n.1.2.2 : ℝ) ^ 2)))) =
      8 / ((1 + (n.1.1 : ℝ) ^ 2) * (1 + (n.1.2.1 : ℝ) ^ 2) * (1 + (n.1.2.2 : ℝ) ^ 2)) := by
    field_simp
  rw [e, div_le_div_iff₀ (by positivity) (by positivity)]
  linarith
```

## A bound uniform in the box size

The vector `d` is an intersite displacement. The hypothesis `hd` says that the box is at least twice as long as that displacement; it is a sufficient condition for keeping images apart.

```lean
/-- In a box of positive edge `L` at least twice the intersite distance `‖d‖`, the separation
from the image in cell `n` is at least `L‖n‖/2`. -/
theorem image_separation (d : Space) {L : ℝ} (hL : 0 < L) (hd : 2 * ‖d‖ ≤ L) (n : ImageCell) :
    L * ‖latticeVec n.1‖ / 2 ≤ ‖d + L • latticeVec n.1‖ := by
  have h := norm_sub_le (d + L • latticeVec n.1) d
  rw [add_sub_cancel_left, norm_smul, Real.norm_of_nonneg hL.le] at h
  have h1 := mul_le_mul_of_nonneg_left (one_le_norm n) hL.le
  linarith
```

Raising the separation bound to the sixth power produces the factor 64.

```lean
/-- In a box of positive edge `L` at least `2‖d‖`, the rescaled pair term is at most `64‖n‖⁻⁶`, a
bound that does not depend on `L`. -/
lemma scaled_term_le (d : Space) {L : ℝ} (hL : 0 < L) (hd : 2 * ‖d‖ ≤ L) (n : ImageCell) :
    L ^ 6 * (1 / ‖d + L • latticeVec n.1‖ ^ 6) ≤ 64 * (1 / ‖latticeVec n.1‖ ^ 6) := by
  have hv : 0 < ‖latticeVec n.1‖ := lt_of_lt_of_le one_pos (one_le_norm n)
  have hs := image_separation d hL hd n
  have hw : 0 < ‖d + L • latticeVec n.1‖ := lt_of_lt_of_le (by positivity) hs
  have hp := pow_le_pow_left₀ (by positivity) hs 6
  rw [mul_one_div, mul_one_div, div_le_div_iff₀ (by positivity) (by positivity)]
  calc L ^ 6 * ‖latticeVec n.1‖ ^ 6 = 64 * (L * ‖latticeVec n.1‖ / 2) ^ 6 := by ring
    _ ≤ _ := by linarith
```

For the limit of a single term, `h1` states that \(d/L+n\to n\), and `e` takes the factor \(L\) out of the separation.

```lean
/-- For a large box the rescaled pair term tends to `‖n‖⁻⁶`, whatever the intersite vector. -/
lemma tendsto_scaled_term (d : Space) (n : ImageCell) :
    Tendsto (fun L : ℝ => L ^ 6 * (1 / ‖d + L • latticeVec n.1‖ ^ 6)) atTop
      (𝓝 (1 / ‖latticeVec n.1‖ ^ 6)) := by
  have hv : 0 < ‖latticeVec n.1‖ := lt_of_lt_of_le one_pos (one_le_norm n)
  have h1 : Tendsto (fun L : ℝ => L⁻¹ • d + latticeVec n.1) atTop (𝓝 (latticeVec n.1)) := by
    have h0 : Tendsto (fun L : ℝ => L⁻¹) atTop (𝓝 0) := tendsto_inv_atTop_zero
    simpa using (h0.smul_const d).add_const (latticeVec n.1)
  have h2 := (tendsto_const_nhds (x := (1 : ℝ))).div (h1.norm.pow 6) (pow_pos hv 6).ne'
  refine h2.congr' ?_
  filter_upwards [eventually_gt_atTop (0 : ℝ)] with L hL
  -- take the factor `L` out of the separation
  have e : d + L • latticeVec n.1 = L • (L⁻¹ • d + latticeVec n.1) := by
    rw [smul_add, smul_inv_smul₀ hL.ne']
  rw [e, norm_smul, Real.norm_of_nonneg hL.le, mul_pow]
  simp only [Pi.div_apply, one_div, mul_inv]
  rw [← mul_assoc, mul_inv_cancel₀ (pow_ne_zero 6 hL.ne'), one_mul]
```

The bound also shows that the energy series converges at each sufficiently large \(L\), so `imageEnergy` is there a genuine lattice sum.

```lean
variable {ι : Type*} [Fintype ι]

/-- The series for the image energy converges in every box whose positive edge is at least twice
each intersite distance. -/
theorem summable_imageEnergy (C : ι → ι → ℝ) (x : ι → Space) {L : ℝ} (hL : 0 < L)
    (hx : ∀ i j, 2 * ‖x i - x j‖ ≤ L) :
    Summable fun n : ImageCell =>
      ∑ i, ∑ j, C i j / ‖x i - x j + L • latticeVec n.1‖ ^ 6 := by
  refine summable_sum fun i _ => summable_sum fun j _ => ?_
  have h : Summable fun n : ImageCell =>
      L ^ 6 * (1 / ‖x i - x j + L • latticeVec n.1‖ ^ 6) :=
    Summable.of_nonneg_of_le (fun n => by positivity)
      (fun n => scaled_term_le _ hL (hx i j) n) (summable_lattice.mul_left 64)
  have e : (fun n : ImageCell => C i j / ‖x i - x j + L • latticeVec n.1‖ ^ 6) =
      fun n : ImageCell =>
        C i j / L ^ 6 * (L ^ 6 * (1 / ‖x i - x j + L • latticeVec n.1‖ ^ 6)) := by
    funext n
    rw [← mul_assoc, div_mul_cancel₀ _ (pow_ne_zero 6 hL.ne'), mul_one_div]
  rw [e]
  exact h.mul_left _
```

## The limit and the two-box extrapolation

In the main theorem, `Tendsto … atTop` expresses \(L\to\infty\), and `𝓝` marks the limiting value. The step `key` applies dominated convergence, using the bound and the single-term limit. Then `hlim` factors the limiting sum into total coefficient times \(S\), and the last `e` moves \(L^6\) outside the series.

```lean
/-- As the box edge `L` grows, `L⁶` times the London image energy tends to minus one half of the
total London coefficient times the lattice sum of `‖n‖⁻⁶`. -/
theorem tendsto_imageEnergy (C : ι → ι → ℝ) (x : ι → Space) :
    Tendsto (fun L : ℝ => L ^ 6 * imageEnergy C x L) atTop
      (𝓝 (-(1 / 2) * ((∑ i, ∑ j, C i j) * latticeSum))) := by
  -- dominated convergence for the rescaled lattice sum
  have key : Tendsto (fun L : ℝ => ∑' n : ImageCell, ∑ i, ∑ j,
      C i j * (L ^ 6 * (1 / ‖x i - x j + L • latticeVec n.1‖ ^ 6))) atTop
      (𝓝 (∑' n : ImageCell, ∑ i, ∑ j, C i j * (1 / ‖latticeVec n.1‖ ^ 6))) := by
    refine tendsto_tsum_of_dominated_convergence
      (bound := fun n : ImageCell => ∑ i, ∑ j, |C i j| * (64 * (1 / ‖latticeVec n.1‖ ^ 6)))
      (summable_sum fun i _ => summable_sum fun j _ =>
        (summable_lattice.mul_left 64).mul_left _)
      (fun n => tendsto_finsetSum _ fun i _ => tendsto_finsetSum _ fun j _ =>
        (tendsto_scaled_term (x i - x j) n).const_mul _) ?_
    have hx : ∀ᶠ L : ℝ in atTop, ∀ i j, 2 * ‖x i - x j‖ ≤ L :=
      eventually_all.2 fun i => eventually_all.2 fun j => eventually_ge_atTop _
    filter_upwards [hx, eventually_gt_atTop (0 : ℝ)] with L hx hL n
    refine (norm_sum_le _ _).trans (Finset.sum_le_sum fun i _ =>
      (norm_sum_le _ _).trans (Finset.sum_le_sum fun j _ => ?_))
    have ht : 0 ≤ L ^ 6 * (1 / ‖x i - x j + L • latticeVec n.1‖ ^ 6) := by positivity
    rw [norm_mul, Real.norm_eq_abs (C i j), Real.norm_of_nonneg ht]
    exact mul_le_mul_of_nonneg_left (scaled_term_le _ hL (hx i j) n) (abs_nonneg _)
  have hlim : ∑' n : ImageCell, ∑ i, ∑ j, C i j * (1 / ‖latticeVec n.1‖ ^ 6) =
      (∑ i, ∑ j, C i j) * latticeSum := by
    simp only [← Finset.sum_mul, tsum_mul_left, latticeSum]
  rw [hlim] at key
  refine (key.const_mul (-(1 / 2))).congr fun L => ?_
  have e : ∑' n : ImageCell, ∑ i, ∑ j,
      C i j * (L ^ 6 * (1 / ‖x i - x j + L • latticeVec n.1‖ ^ 6)) =
      L ^ 6 * ∑' n : ImageCell, ∑ i, ∑ j,
        C i j / ‖x i - x j + L • latticeVec n.1‖ ^ 6 := by
    rw [← tsum_mul_left]
    refine tsum_congr fun n => ?_
    simp only [Finset.mul_sum]
    exact Finset.sum_congr rfl fun i _ => Finset.sum_congr rfl fun j _ => by ring
  rw [e, imageEnergy]
  ring
```

The extrapolation theorem takes an arbitrary real `E₀`, the same in both boxes. This represents a calculation whose only box dependence is the London image energy. In the docstring below, `E(L)` stands for the whole energy in the box, `E₀ + imageEnergy C x L`, and not for the image energy alone. The proof composes the main limit with \(L\mapsto2L\), subtracts the original limit and divides by 63.

```lean
/-- Two-box extrapolation: if the energy in a box is `E₀` plus the image energy, combining boxes
of edge `L` and `2L` as `(64 E(2L) - E(L)) / 63` gives `E₀` with an error that vanishes faster
than `L⁻⁶`. -/
theorem two_box_extrapolation (C : ι → ι → ℝ) (x : ι → Space) (E₀ : ℝ) :
    Tendsto (fun L : ℝ => L ^ 6 *
      ((64 * (E₀ + imageEnergy C x (2 * L)) - (E₀ + imageEnergy C x L)) / 63 - E₀))
      atTop (𝓝 0) := by
  have h := tendsto_imageEnergy C x
  have h2 : Tendsto (fun L : ℝ => 2 * L) atTop atTop :=
    tendsto_id.const_mul_atTop two_pos
  have h3 := ((h.comp h2).sub h).div_const 63
  rw [sub_self, zero_div] at h3
  refine h3.congr fun L => ?_
  simp only [Function.comp_apply]
  ring

end

end LondonPeriodicImages
```

```lean
#print axioms LondonPeriodicImages.summable_imageEnergy
#print axioms LondonPeriodicImages.tendsto_imageEnergy
#print axioms LondonPeriodicImages.two_box_extrapolation
```

```
'LondonPeriodicImages.summable_imageEnergy' depends on axioms: [propext, Classical.choice, Quot.sound]
'LondonPeriodicImages.tendsto_imageEnergy' depends on axioms: [propext, Classical.choice, Quot.sound]
'LondonPeriodicImages.two_box_extrapolation' depends on axioms: [propext, Classical.choice, Quot.sound]
```
